# An ordered product of $k$ different Majorana operators, each with square $1$, squares to $(-1)^{k(k-1)/2}$ and passes each of its factors with the sign $(-1)^{k-1}$

Take two operators $g_0$ and $g_1$ with $g_0^2=g_1^2=1$ and $g_0g_1=-g_1g_0$, and let $G=g_0g_1$. To square $G$, swap the two operators in the middle:

$$G^2=g_0\,(g_1g_0)\,g_1=-g_0g_0\,g_1g_1=-1.$$

To see how $g_0$ passes through $G$, compare $g_0G=g_0g_0g_1=g_1$ with $Gg_0=g_0g_1g_0=-g_0g_0g_1=-g_1$. Hence $g_0G=-Gg_0$. The operator picks up a sign from $g_1$ and none from its own copy.

The general case counts the same swaps. Let $g_0,\dots,g_{k-1}$ be Majorana operators, normalised so that each squares to $1$; any two different ones anticommute. For $G=g_0g_1\cdots g_{k-1}$,

$$G^2=(-1)^{k(k-1)/2},\qquad g_jG=(-1)^{k-1}Gg_j\quad(0\le j<k).$$

Labels start at $0$, as they do in Lean's type `Fin k`.

## The relations and the ordered products

```lean
import Mathlib

namespace MajoranaStrings

variable {ι R : Type*} [Ring R]
```

The first line loads the mathematical library Mathlib. The `variable` line introduces a type `ι` of labels and a type `R` of operators. The only structure on `R` is that of a ring: operators can be added, subtracted and multiplied, and multiplication need not commute. Square matrices of a fixed size are one example. No Hilbert space, adjoint or Hamiltonian enters.

```lean
/-- A family of Majorana operators: each squares to one, and different ones anticommute. -/
structure IsMajorana (g : ι → R) : Prop where
  sq : ∀ i, g i * g i = 1
  anti : ∀ i j, i ≠ j → g i * g j = -(g j * g i)
```

A family of operators is a function `g : ι → R`, so `g i` is the operator $g_i$. The statement `IsMajorana g` consists of two conditions:

$$g_i^2=1,\qquad g_ig_j=-g_jg_i\quad(i\neq j).$$

For a fermionic mode with annihilation operator $c$, these are the relations obeyed by $c+c^\dagger$ and $i(c^\dagger-c)$, where the factor $i$ is the imaginary unit and not a label. The normalisation is $g_i^2=1$; operators normalised to square to $1/2$ must first be multiplied by $\sqrt2$. Majorana operators in physics are also Hermitian, but the signs derived here don't need that, and it is not assumed.

```lean
/-- The Majorana string of a list of labels: the product of the operators in the order
of the list. -/
def majoranaString (g : ι → R) (l : List ι) : R := (l.map g).prod
```

A list `l` of labels determines a string of operators, written $G_l$ below. For the list $[2,0,2]$ it is $g_2g_0g_2$. Order matters, and labels may repeat. The code applies `g` to each label and multiplies the results from left to right; the empty list gives $1$.

```lean
/-- The product of all `k` Majorana operators in increasing order of their labels. -/
def fullString {k : ℕ} (g : Fin k → R) : R := majoranaString g (List.finRange k)
```

`List.finRange k` is the list $[0,1,\dots,k-1]$, so `fullString g` is $G=g_0g_1\cdots g_{k-1}$.

## Three small facts about strings and signs

```lean
lemma string_cons (g : ι → R) (a : ι) (l : List ι) :
    majoranaString g (a :: l) = g a * majoranaString g l := by
  simp [majoranaString]
```

In Lean, `a :: l` is the list `l` with `a` placed in front. The lemma says $G_{a::l}=g_aG_l$, which lets a proof by induction split off the first operator.

```lean
lemma sign_comm (n : ℕ) (x : R) : x * (-1) ^ n = (-1) ^ n * x :=
  ((Commute.neg_one_right x).pow_right n).eq
```

The sign $(-1)^n$ is itself an element of the ring `R`. This lemma says that it commutes with every $x$, so signs can be collected at the left.

```lean
lemma triangle_step (n : ℕ) : (n + 1) * (n + 1 - 1) / 2 = n + n * (n - 1) / 2 := by
  have e : (n + 1) * (n + 1 - 1) = n * (n - 1) + n * 2 := by
    cases n with
    | zero => rfl
    | succ m =>
      simp only [Nat.add_sub_cancel]
      ring
  rw [e, Nat.add_mul_div_right _ _ (by norm_num), add_comm]
```

This is the arithmetic of the exponent:

$$\frac{(n+1)n}{2}=n+\frac{n(n-1)}{2}.$$

The numbers are natural numbers, for which Lean sets $0-1=0$. The proof therefore treats $n=0$ separately when it shows $(n+1)n=n(n-1)+2n$, and then divides by two. The division is exact, because one of two neighbouring integers is even.

## One operator moving through a string

```lean
/-- Moving a Majorana operator through a string gives a sign whose exponent is the length of
the string plus the number of times the operator occurs in it. -/
theorem majorana_mul_string [DecidableEq ι] {g : ι → R} (h : IsMajorana g) (j : ι)
    (l : List ι) :
    g j * majoranaString g l
      = (-1) ^ (l.length + l.count j) * (majoranaString g l * g j) := by
  induction l with
  | nil => simp [majoranaString]
  | cons a l ih =>
    by_cases haj : a = j
    · -- the operator meets itself: no sign
      have e : l.length + 1 + (l.count j + 1) = l.length + l.count j + 2 := by ring
      rw [haj, string_cons, List.length_cons, List.count_cons_self, e, pow_add,
        neg_one_sq, mul_one]
      calc g j * (g j * majoranaString g l)
          = g j * ((-1) ^ (l.length + l.count j) * (majoranaString g l * g j)) :=
            congrArg (fun x => g j * x) ih
        _ = (-1) ^ (l.length + l.count j) * (g j * majoranaString g l * g j) := by
            rw [← mul_assoc (g j), sign_comm _ (g j)]
            simp only [mul_assoc]
    · -- the operator meets a different one: one sign
      have hc : (a :: l).count j = l.count j := by simp [haj]
      have e : l.length + 1 + l.count j = l.length + l.count j + 1 := by ring
      rw [string_cons, List.length_cons, hc, e]
      calc g j * (g a * majoranaString g l)
          = -(g a * (g j * majoranaString g l)) := by
            rw [← mul_assoc (g j), h.anti j a (Ne.symm haj), neg_mul, mul_assoc]
        _ = -(g a * ((-1) ^ (l.length + l.count j) * (majoranaString g l * g j))) := by
            rw [ih]
        _ = (-1) ^ (l.length + l.count j + 1) * (g a * majoranaString g l * g j) := by
            rw [← mul_assoc (g a), sign_comm _ (g a), pow_succ]
            simp only [mul_neg, neg_mul, mul_one, mul_assoc]
```

Let $|l|$ be the length of the list and $n_j(l)$ the number of times $j$ occurs in it. The theorem reads

$$g_jG_l=(-1)^{|l|+n_j(l)}\,G_lg_j.$$

The hypothesis `h : IsMajorana g` supplies the relations. Each factor different from $g_j$ contributes one minus sign. A factor equal to $g_j$ contributes $1$ to the length and $1$ to the count, and these two signs cancel.

By hand, the argument is an induction on the list. For the empty list both sides are $g_j$. Suppose the formula holds for $l$, with sign $s=(-1)^{|l|+n_j(l)}$, and put a label $a$ in front.

If $a=j$, then

$$g_j(g_jG_l)=g_j(s\,G_lg_j)=s\,(g_jG_l)g_j.$$

The sign is still $s$, while the exponent in the formula has grown by two, which changes nothing.

If $a\neq j$, then

$$g_jg_aG_l=-g_a(g_jG_l)=-g_a(s\,G_lg_j)=-s\,(g_aG_l)g_j.$$

There is one more minus sign, and the exponent has grown by one.

In the code, `induction l` produces the empty case `nil` and the extension step `cons`, where `ih` is the formula for the shorter list. The line `by_cases haj : a = j` separates the two possibilities, and each `calc` block is the corresponding chain of equalities. The tactic `rw` replaces one side of a known equation by the other. Only the anticommutation relation is used here; the squares play no part yet.

## Two strings exchanging places

```lean
/-- Exchanging two Majorana strings gives a sign whose exponent is the product of their lengths
plus the number of coincidences between a factor of one and a factor of the other. -/
theorem string_mul_string [DecidableEq ι] {g : ι → R} (h : IsMajorana g) (l m : List ι) :
    majoranaString g l * majoranaString g m
      = (-1) ^ (l.length * m.length + (l.map (fun i => m.count i)).sum)
        * (majoranaString g m * majoranaString g l) := by
  induction l with
  | nil => simp [majoranaString]
  | cons a l ih =>
    have e : (l.length + 1) * m.length + (m.count a + (l.map (fun i => m.count i)).sum)
        = (l.length * m.length + (l.map (fun i => m.count i)).sum)
          + (m.length + m.count a) := by ring
    rw [string_cons, List.length_cons, List.map_cons, List.sum_cons, e, pow_add,
      mul_assoc (g a), ih, ← mul_assoc (g a), sign_comm _ (g a), mul_assoc _ (g a),
      ← mul_assoc (g a), majorana_mul_string h a m]
    simp only [mul_assoc]
```

For two lists $l$ and $m$ the theorem states

$$G_lG_m=(-1)^{|l||m|+\sum_{i\in l}n_i(m)}\,G_mG_l,$$

where the sum runs over the entries of $l$, repetitions included. It counts the coincidences between a factor of one string and a factor of the other.

The derivation moves the factors of $G_l$ through $G_m$ one at a time. If $G_lG_m=s\,G_mG_l$ is known, then for a further operator $g_a$ in front,

$$g_aG_lG_m=s\,g_aG_mG_l=s\,(-1)^{|m|+n_a(m)}\,G_m\,g_aG_l.$$

The first equality is the induction hypothesis `ih`, and the second is `majorana_mul_string`. The equation `e` in the code checks that the exponents add up as stated.

As an example, $g_0g_1$ and $g_1g_2$ have length two and share one label. The exponent is $4+1=5$, so they anticommute. When a fermionic Hamiltonian is written as a finite sum of Majorana strings, this count settles which pairs of terms commute.

## The square of a string without repetition

```lean
/-- A string of `n` different Majorana operators squares to the sign `(-1)^(n(n-1)/2)`. -/
theorem string_sq {g : ι → R} (h : IsMajorana g) (l : List ι) (hl : l.Nodup) :
    majoranaString g l * majoranaString g l
      = (-1) ^ (l.length * (l.length - 1) / 2) := by
  classical
  induction l with
  | nil => simp [majoranaString]
  | cons a l ih =>
    rw [List.nodup_cons] at hl
    have ex := majorana_mul_string h a l
    rw [List.count_eq_zero.2 hl.1, add_zero] at ex
    rw [string_cons]
    -- bring the two copies of the first operator together
    calc g a * majoranaString g l * (g a * majoranaString g l)
        = (-1) ^ l.length * (majoranaString g l * g a) * (g a * majoranaString g l) :=
          congrArg (fun x => x * (g a * majoranaString g l)) ex
      _ = (-1) ^ l.length * (majoranaString g l * ((g a * g a) * majoranaString g l)) := by
          simp only [mul_assoc]
      _ = (-1) ^ l.length * (majoranaString g l * majoranaString g l) := by
          rw [h.sq, one_mul]
      _ = (-1) ^ ((a :: l).length * ((a :: l).length - 1) / 2) := by
          rw [ih hl.2, ← pow_add, List.length_cons, triangle_step]
```

The hypothesis `hl : l.Nodup` says that no label occurs twice. For such a list of length $n$,

$$G_l^2=(-1)^{n(n-1)/2}.$$

The condition matters: $g_0g_0=1$ has length two and squares to $1$, whereas the formula for length two would give $-1$.

The empty string is $1$, and its square is $1$. For the induction step, let $l$ have length $n$ and let $a$ be a label that is not in $l$. Then $g_a$ passes $G_l$ with the sign $(-1)^n$, and

$$(g_aG_l)^2=(g_aG_l)(g_aG_l)=(-1)^nG_l\,g_ag_a\,G_l=(-1)^nG_l^2.$$

Inserting the formula for $G_l^2$ gives the exponent $n+n(n-1)/2=(n+1)n/2$, which is the formula for length $n+1$.

The code follows these lines. The equation `ex` is the exchange of $g_a$ with $G_l$, in which the count of $a$ has been set to zero because $a$ does not occur in $l$. The `calc` block applies `ex`, regroups the product, uses `h.sq` to replace $g_a^2$ by $1$, and finishes with the induction hypothesis and `triangle_step`.

## The product of all $k$ operators

```lean
/-- The ordered product `G` of `k` Majorana operators squares to `(-1)^(k(k-1)/2)`, and moving
any one of the operators through `G` gives the sign `(-1)^(k-1)`. -/
theorem fullString_sq_and_exchange {k : ℕ} {g : Fin k → R} (h : IsMajorana g) :
    fullString g * fullString g = (-1) ^ (k * (k - 1) / 2) ∧
      ∀ j, g j * fullString g = (-1) ^ (k - 1) * (fullString g * g j) := by
  constructor
  · have hs := string_sq h (List.finRange k) (List.nodup_finRange k)
    rw [List.length_finRange] at hs
    exact hs
  · intro j
    have hx := majorana_mul_string h j (List.finRange k)
    have hk : k + 1 = (k - 1) + 2 := by
      have := j.isLt
      omega
    rw [List.count_eq_one_of_mem (List.nodup_finRange k) (List.mem_finRange j),
      List.length_finRange, hk, pow_add, neg_one_sq, mul_one] at hx
    exact hx
```

The symbol `∧` means "and", and `∀ j` means "for every $j$". The theorem thus contains both formulas from the beginning:

$$G^2=(-1)^{k(k-1)/2}\quad\text{and}\quad g_jG=(-1)^{k-1}Gg_j\ \text{ for every } j.$$

The labels $0,\dots,k-1$ are all different, so the first formula is `string_sq` for a list of length $k$. The square is therefore $+1$ when $k$ leaves remainder $0$ or $1$ on division by four, and $-1$ when it leaves $2$ or $3$.

For the second formula, each $j$ occurs exactly once in the full list. Moving $g_j$ through $G$ gives

$$(-1)^{k+1}=(-1)^{(k-1)+2}=(-1)^{k-1}.$$

The equation `hk` records $k+1=(k-1)+2$. It needs $k\ge1$, which follows from the existence of a label $j<k$; the tactic `omega` does this integer arithmetic. For $k=0$ the product is $G=1$, its square is $1$, and there is no $j$ for the second formula to speak about.

The tactic `constructor` splits the "and" into two goals, and `intro j` fixes an arbitrary label in the second.

## Even and odd numbers of operators

```lean
/-- For an even number of Majorana operators, the ordered product anticommutes with each. -/
theorem fullString_anticomm_of_even {k : ℕ} {g : Fin k → R} (h : IsMajorana g)
    (hk : Even k) (j : Fin k) : g j * fullString g = -(fullString g * g j) := by
  have ho : Odd (k - 1) := by
    obtain ⟨m, hm⟩ := hk
    have := j.isLt
    exact ⟨m - 1, by omega⟩
  rw [(fullString_sq_and_exchange h).2 j, ho.neg_one_pow, neg_one_mul]
```

If $k$ is even, then $k-1$ is odd for every $k$ that has a label at all, and the exchange formula becomes $g_jG=-Gg_j$. The proof establishes that $k-1$ is odd as `ho` and evaluates the sign.

This is the case of $N$ fermionic modes, with $k=2N$, $g_{2m}=c_m+c_m^\dagger$ and $g_{2m+1}=i(c_m^\dagger-c_m)$ for $0\le m<N$. Each pair gives $g_{2m}g_{2m+1}=i(1-2c_m^\dagger c_m)$, so for this finite set of modes $G$ is, up to a phase, the fermion parity operator, and the anticommutation says that every single Majorana operator flips the parity. The identification with parity rests on the algebra of the $c_m$, which the code does not introduce.

```lean
/-- For an odd number of Majorana operators, the ordered product commutes with each. -/
theorem fullString_comm_of_odd {k : ℕ} {g : Fin k → R} (h : IsMajorana g)
    (hk : Odd k) (j : Fin k) : g j * fullString g = fullString g * g j := by
  have he : Even (k - 1) := by
    obtain ⟨m, hm⟩ := hk
    exact ⟨m, by omega⟩
  rw [(fullString_sq_and_exchange h).2 j, he.neg_one_pow, one_mul]
```

If $k$ is odd, then $k-1$ is even and $g_jG=Gg_j$: the ordered product commutes with each of its factors.

## The Pauli matrices as an example with $k=3$

```lean
/-- The three Pauli matrices, in the order x, y, z. -/
def pauli : Fin 3 → Matrix (Fin 2) (Fin 2) ℂ :=
  ![!![0, 1; 1, 0], !![0, -Complex.I; Complex.I, 0], !![1, 0; 0, -1]]
```

This defines the family $g_0=\sigma_x$, $g_1=\sigma_y$, $g_2=\sigma_z$ of complex $2\times2$ matrices. Inside `!![...]`, a comma separates the entries of a row and a semicolon separates rows; `Complex.I` is the imaginary unit.

```lean
/-- The three Pauli matrices satisfy the relations `IsMajorana`: each squares to one, and those with
different labels anticommute. -/
theorem isMajorana_witness : IsMajorana pauli := by
  constructor
  · intro i
    ext a b
    fin_cases i <;> fin_cases a <;> fin_cases b <;>
      simp [pauli, Matrix.mul_apply, Fin.sum_univ_succ]
  · intro i j hij
    ext a b
    fin_cases i <;> fin_cases j <;> fin_cases a <;> fin_cases b <;>
      simp [pauli, Matrix.mul_apply, Fin.sum_univ_succ] at hij ⊢

end MajoranaStrings
```

The theorem confirms that the Pauli matrices square to the identity and anticommute in pairs, so the relations in `IsMajorana` are realised by familiar operators. This is an example of the algebra, not of three fermionic Majorana operators: if $\sigma_x$ and $\sigma_y$ represent the two Majorana operators of one mode, then $\sigma_z=-i\sigma_x\sigma_y$ is, up to a sign, the parity operator of that mode. The proof compares matrices entry by entry: `ext a b` picks an entry, `fin_cases` runs through all values of the labels and indices, and `simp` computes each case. In the second part it also discards the cases $i=j$, which the assumption $i\neq j$ rules out.

Multiplying the three matrices by hand shows the signs at work. Since $\sigma_x\sigma_y=i\sigma_z$, the ordered product is $G=\sigma_x\sigma_y\sigma_z=i\,\mathbb 1$, where $\mathbb 1$ is the identity matrix. It squares to $-\mathbb 1$, in agreement with $(-1)^{3\cdot2/2}=-1$, and it commutes with all three matrices, as it should for odd $k$.

```lean
#print axioms MajoranaStrings.string_mul_string
#print axioms MajoranaStrings.fullString_sq_and_exchange
#print axioms MajoranaStrings.fullString_anticomm_of_even
#print axioms MajoranaStrings.fullString_comm_of_odd
```

```
'MajoranaStrings.string_mul_string' depends on axioms: [propext]
'MajoranaStrings.fullString_sq_and_exchange' depends on axioms: [propext, Classical.choice, Quot.sound]
'MajoranaStrings.fullString_anticomm_of_even' depends on axioms: [propext, Classical.choice, Quot.sound]
'MajoranaStrings.fullString_comm_of_odd' depends on axioms: [propext, Classical.choice, Quot.sound]
```
